# The order of the rotoreflection \(S_n\), and when its powers include \(\sigma_h\) or the inversion

## The rotoreflection as a real 3×3 matrix

We take the rotoreflection to be a concrete matrix acting on column vectors \((x,y,z)\), not an element of an abstractly presented group. The main axis is \(z\), the fixed point is the origin, and for an integer \(n\ge 1\)

\[
S = R(2\pi/n)\,\sigma_h,\qquad
R(t)=\begin{pmatrix}\cos t&-\sin t&0\\ \sin t&\cos t&0\\ 0&0&1\end{pmatrix},\qquad
\sigma_h=\begin{pmatrix}1&0&0\\0&1&0\\0&0&-1\end{pmatrix}.
\]

Here \(R(t)\) is the rotation by the angle \(t\) about \(z\), and \(\sigma_h\) is the reflection in the horizontal plane. The inversion, which sends every vector to its negative, is the matrix \(-1\). With these choices, "a power of \(S\) is the inversion" is an equation between matrices, and the order of \(S\) is the least positive exponent \(k\) with \(S^k=1\).

## Two motions that need not close together

Each application of \(S\) does two things: it turns the \(xy\) plane by \(2\pi/n\), and it changes the sign of \(z\). The turn is complete after \(n\) applications, while the sign of \(z\) is restored after every second one. For even \(n\) both are back at the start after \(n\) steps. For odd \(n\) the turn has closed after \(n\) steps but the sign of \(z\) has not been restored, so \(S^n\) is \(\sigma_h\) and another \(n\) steps are needed to reach the identity.

The inversion requires half a turn together with a changed sign of \(z\). Half a turn takes \(n/2\) steps, and the sign is then changed only if \(n/2\) is odd.

This matters for the labelling of electronic states. For a spinless electronic Hamiltonian with clamped nuclei, whose spatial symmetry group consists of the powers of \(S\) alone, the parity labels \(g\) and \(u\) are available exactly when \(n\) leaves remainder 2 on division by 4, and the labels for even and odd behaviour under \(\sigma_h\) exactly when \(n\) is odd.

## What the theorems say

The theorem `rotoreflection_structure` takes a natural number `n` with the hypothesis `1 ≤ n` and states three facts about the matrix `rotoreflection n`, which is \(S\):

1. Its order is \(n\) if \(n\) is even and \(2n\) if \(n\) is odd.
2. There is a natural number \(k\) with \(S^k=\sigma_h\) if and only if \(n\) is odd.
3. There is a natural number \(k\) with \(S^k=-1\) if and only if \(n \bmod 4 = 2\).

A second theorem, `rotation_is_power_iff`, says that the proper rotation \(R(2\pi/n)\), usually written \(C_n\), is a power of \(S\) if and only if \(n\) is odd.

The Lean objects follow the definitions above. `rotZ t` is \(R(t)\), `sigmaH` is \(\sigma_h\), and `Matrix (Fin 3) (Fin 3) ℝ` is the type of real 3×3 matrices, with indices 0, 1, 2 standing for \(x,y,z\). Angles are in radians, and a positive angle turns the \(x\) axis towards the \(y\) axis. The function `orderOf` returns the least positive exponent that gives the identity, or 0 if there is none; since the value found here is positive, \(S\) does have finite order. For the same reason natural exponents are enough, because every negative power of \(S\) equals some positive one.

The statements concern one operation with the rotation angle \(2\pi/n\). They do not treat angles \(2\pi m/n\) with a general numerator, groups with further generators, or the action on the spin of an electron, where a full turn is not the identity. The convention is rotation combined with reflection; the rotoinversions of crystallographic notation combine a rotation with the inversion instead, and the number given to the same axis agrees with \(n\) only when 4 divides \(n\).

## The powers of \(S\)

Let \(t\) be any angle. We claim that for every \(k\ge 0\)

\[
(R(t)\sigma_h)^k=\begin{pmatrix}\cos kt&-\sin kt&0\\ \sin kt&\cos kt&0\\ 0&0&(-1)^k\end{pmatrix}.
\]

For \(k=0\) both sides are the identity. If the formula holds for \(k\), we multiply on the right by \(R(t)\sigma_h\). The upper left entry becomes \(\cos kt\cos t-\sin kt\sin t=\cos((k+1)t)\), the entry below it becomes \(\sin kt\cos t+\cos kt\sin t=\sin((k+1)t)\), and the other two entries of the plane block follow in the same way. The last diagonal entry gains a factor \(-1\).

The identity, \(\sigma_h\) and the inversion all have the form \(\mathrm{diag}(c,c,e)\) with \(c^2=1\). For such \(c\),

\[
(R(t)\sigma_h)^k=\mathrm{diag}(c,c,e)\iff \cos kt=c\ \text{ and }\ (-1)^k=e .
\]

From left to right we compare diagonal entries. From right to left, \(\sin^2 kt=1-c^2=0\), so the off-diagonal entries vanish as well.

## The order and the horizontal reflection

Now set \(t=2\pi/n\). The condition \(\cos(2\pi k/n)=1\) means that \(2\pi k/n=2\pi m\) for some integer \(m\), that is, \(k=mn\). It therefore holds exactly when \(n\) divides \(k\). Taking \(c=1\) with \(e=1\) and then with \(e=-1\), we obtain

\[
S^k=1\iff n\mid k\text{ and }k\text{ is even},\qquad
S^k=\sigma_h\iff n\mid k\text{ and }k\text{ is odd}.
\]

If \(n\) is even, every multiple of \(n\) is even, and the least positive \(k\) with \(S^k=1\) is \(n\). If \(n\) is odd, then 2 and \(n\) are coprime, so an exponent divisible by both is divisible by \(2n\), and the least positive one is \(2n\).

If \(S^k=\sigma_h\) for some \(k\), then \(n\) divides an odd number and must itself be odd. Conversely, for odd \(n\) the exponent \(k=n\) works. At \(n=1\) this gives \(S=\sigma_h\), of order 2.

## The inversion

With \(c=e=-1\), the equation \(S^k=-1\) means that \(\cos(2\pi k/n)=-1\) and \(k\) is odd. Adding half a turn changes the sign of the cosine, so \(\cos(2\pi k/n+\pi)=1\), and there is an integer \(m\) with

\[
\frac{2\pi k}{n}+\pi=2\pi m,\qquad\text{hence}\qquad 2mn=2k+n .
\]

It follows that \(n\) is even. We write \(n=2a\) and divide by 2, which gives \(2ma=k+a\). The sum \(k+a\) is even and \(k\) is odd, so \(a\) is odd and \(n\) leaves remainder 2 on division by 4.

Conversely, let \(n=2(2q+1)\) with an integer \(q\ge 0\), and take \(k=2q+1=n/2\). This \(k\) is odd and the accumulated angle is \(\pi\), so \(S^k=-1\). At \(n=2\) this exponent is 1, and \(S\) itself is the inversion.

## The proper rotation among the powers

Since \(\sigma_h^2=1\), we have \(R(2\pi/n)=S\sigma_h\). If \(\sigma_h=S^k\), then \(R(2\pi/n)=S^{k+1}\).

Conversely, suppose \(S^k=R(2\pi/n)\). Then \(S=S^k\sigma_h\). For every \(n\ge1\) we have \(S^{2n}=1\), so \(S^{k(2n-1)}\) is the inverse of \(S^k\). Multiplying by it from the left gives \(\sigma_h=S^{k(2n-1)+1}\). Thus \(R(2\pi/n)\) is a power of \(S\) exactly when \(\sigma_h\) is, which means exactly when \(n\) is odd.

## The Lean file

```lean
import Mathlib

open scoped Real

namespace RotoreflectionOrder

noncomputable section

/-- Rotation by the angle `t` about the z axis. -/
def rotZ (t : ℝ) : Matrix (Fin 3) (Fin 3) ℝ :=
  !![Real.cos t, -Real.sin t, 0; Real.sin t, Real.cos t, 0; 0, 0, 1]

/-- Reflection in the horizontal plane, `diag(1, 1, -1)`. -/
def sigmaH : Matrix (Fin 3) (Fin 3) ℝ :=
  !![1, 0, 0; 0, 1, 0; 0, 0, -1]

/-- The rotoreflection `S` for `n ≥ 1`: rotation by `2π/n` about z times the
horizontal reflection. -/
def rotoreflection (n : ℕ) : Matrix (Fin 3) (Fin 3) ℝ :=
  rotZ (2 * π / n) * sigmaH

/-- The `k`-th power of a rotoreflection by the angle `t` rotates the plane by `k t` and
multiplies the z coordinate by `(-1)^k`. -/
theorem improper_pow (t : ℝ) (k : ℕ) :
    (rotZ t * sigmaH) ^ k =
      !![Real.cos (k * t), -Real.sin (k * t), 0;
         Real.sin (k * t), Real.cos (k * t), 0; 0, 0, (-1) ^ k] := by
  induction k with
  | zero =>
    ext i j
    fin_cases i <;> fin_cases j <;> simp
  | succ k ih =>
    have h : ((k + 1 : ℕ) : ℝ) * t = k * t + t := by push_cast; ring
    rw [pow_succ, ih, h, Real.cos_add, Real.sin_add]
    ext i j
    fin_cases i <;> fin_cases j <;>
      simp [rotZ, sigmaH, Matrix.mul_apply, Fin.sum_univ_succ, pow_succ] <;> ring

/-- For `c² = 1`, a power of a rotoreflection is `diag(c, c, e)` exactly when the accumulated
angle has cosine `c` and the accumulated sign along z is `e`. -/
theorem improper_pow_eq_diag_iff (t : ℝ) (k : ℕ) (c e : ℝ) (hc : c ^ 2 = 1) :
    (rotZ t * sigmaH) ^ k = !![c, 0, 0; 0, c, 0; 0, 0, e] ↔
      Real.cos (k * t) = c ∧ (-1 : ℝ) ^ k = e := by
  rw [improper_pow]
  constructor
  · intro h
    exact ⟨by simpa using congrFun (congrFun h 0) 0, by simpa using congrFun (congrFun h 2) 2⟩
  · rintro ⟨h1, h2⟩
    -- a cosine of modulus one leaves no sine
    have hs : Real.sin (k * t) = 0 := by
      have h := Real.sin_sq_add_cos_sq (k * t)
      rw [h1, hc] at h
      exact (pow_eq_zero_iff two_ne_zero).1 (by linarith)
    rw [h1, h2, hs, neg_zero]

/-- For `n ≥ 1`, `k` rotations by `2π/n` make whole turns exactly when `n` divides `k`. -/
theorem cos_eq_one_iff_dvd {n : ℕ} (hn : 1 ≤ n) (k : ℕ) :
    Real.cos (k * (2 * π / n)) = 1 ↔ n ∣ k := by
  have hn' : (n : ℝ) ≠ 0 := by
    exact_mod_cast (by omega : n ≠ 0)
  rw [Real.cos_eq_one_iff]
  constructor
  · rintro ⟨m, hm⟩
    have e : (k : ℝ) * (2 * π / n) * n = k * (2 * π) := by field_simp
    have h : (m : ℝ) * n = k := by
      apply mul_right_cancel₀ (b := 2 * π) (by positivity)
      linear_combination (n : ℝ) * hm + e
    have h' : m * (n : ℤ) = k := by exact_mod_cast h
    exact Int.natCast_dvd_natCast.1 ⟨m, by rw [← h', mul_comm]⟩
  · rintro ⟨m, rfl⟩
    refine ⟨(m : ℤ), ?_⟩
    push_cast
    field_simp

/-- For `n ≥ 1`, `S^k` is the identity exactly when `k` is even and a multiple of `n`. -/
theorem pow_eq_one_iff_dvd {n : ℕ} (hn : 1 ≤ n) (k : ℕ) :
    rotoreflection n ^ k = 1 ↔ n ∣ k ∧ Even k := by
  have h := improper_pow_eq_diag_iff (2 * π / n) k 1 1 (by norm_num)
  rw [cos_eq_one_iff_dvd hn, neg_one_pow_eq_one_iff_even (by norm_num : (-1 : ℝ) ≠ 1)] at h
  rw [Matrix.one_fin_three]
  exact h

/-- For `n ≥ 1`, `S^k` is the horizontal reflection exactly when `k` is odd and a
multiple of `n`. -/
theorem pow_eq_sigmaH_iff {n : ℕ} (hn : 1 ≤ n) (k : ℕ) :
    rotoreflection n ^ k = sigmaH ↔ n ∣ k ∧ Odd k := by
  have h := improper_pow_eq_diag_iff (2 * π / n) k 1 (-1) (by norm_num)
  rw [cos_eq_one_iff_dvd hn,
    neg_one_pow_eq_neg_one_iff_odd (by norm_num : (-1 : ℝ) ≠ 1)] at h
  exact h

/-- For `n ≥ 1`, the rotoreflection `S` has order `n` for even `n` and `2n` for odd `n`; a power
of it is the horizontal reflection exactly when `n` is odd, and the inversion exactly when
`n` is 2 mod 4. -/
theorem rotoreflection_structure {n : ℕ} (hn : 1 ≤ n) :
    orderOf (rotoreflection n) = (if Even n then n else 2 * n) ∧
    ((∃ k : ℕ, rotoreflection n ^ k = sigmaH) ↔ Odd n) ∧
    ((∃ k : ℕ, rotoreflection n ^ k = -1) ↔ n % 4 = 2) := by
  refine ⟨?_, ?_, ?_⟩
  · have ho := (pow_eq_one_iff_dvd hn _).1 (pow_orderOf_eq_one (rotoreflection n))
    split_ifs with h
    · exact Nat.dvd_antisymm
        (orderOf_dvd_of_pow_eq_one ((pow_eq_one_iff_dvd hn n).2 ⟨dvd_rfl, h⟩)) ho.1
    · have hc : Nat.Coprime 2 n :=
        (Nat.Prime.coprime_iff_not_dvd Nat.prime_two).2 fun d => h (even_iff_two_dvd.2 d)
      exact Nat.dvd_antisymm
        (orderOf_dvd_of_pow_eq_one
          ((pow_eq_one_iff_dvd hn (2 * n)).2 ⟨dvd_mul_left n 2, even_two_mul n⟩))
        (hc.mul_dvd_of_dvd_of_dvd ho.2.two_dvd ho.1)
  · constructor
    · rintro ⟨k, hk⟩
      obtain ⟨hd, ho⟩ := (pow_eq_sigmaH_iff hn k).1 hk
      exact Odd.of_dvd_nat ho hd
    · intro h
      exact ⟨n, (pow_eq_sigmaH_iff hn n).2 ⟨dvd_rfl, h⟩⟩
  · have hn' : (n : ℝ) ≠ 0 := by
      exact_mod_cast (by omega : n ≠ 0)
    have hneg : (-1 : Matrix (Fin 3) (Fin 3) ℝ) = !![-1, 0, 0; 0, -1, 0; 0, 0, -1] := by
      ext i j
      fin_cases i <;> fin_cases j <;> simp
    have key : ∀ k : ℕ, rotoreflection n ^ k = -1 ↔
        Real.cos (k * (2 * π / n)) = -1 ∧ Odd k := by
      intro k
      have h := improper_pow_eq_diag_iff (2 * π / n) k (-1) (-1) (by norm_num)
      rw [neg_one_pow_eq_neg_one_iff_odd (by norm_num : (-1 : ℝ) ≠ 1)] at h
      rw [hneg]
      exact h
    constructor
    · rintro ⟨k, hk⟩
      obtain ⟨hcos, j, hj⟩ := (key k).1 hk
      -- half a turn more completes a whole number of turns
      have h1 : Real.cos (k * (2 * π / n) + π) = 1 := by
        rw [Real.cos_add_pi, hcos, neg_neg]
      obtain ⟨m, hm⟩ := (Real.cos_eq_one_iff _).1 h1
      have e : (k : ℝ) * (2 * π / n) * n = k * (2 * π) := by field_simp
      have h2 : 2 * ((m : ℝ) * n) = 2 * k + n := by
        apply mul_right_cancel₀ Real.pi_ne_zero
        linear_combination (n : ℝ) * hm + e
      have h3 : 2 * (m * (n : ℤ)) = 2 * k + n := by exact_mod_cast h2
      obtain ⟨a, ha⟩ : ∃ a : ℕ, n = 2 * a := ⟨n / 2, by omega⟩
      have h4 : 2 * (m * (a : ℤ)) = k + a := by
        rw [ha] at h3
        push_cast at h3
        linarith
      omega
    · intro h
      obtain ⟨q, hq⟩ : ∃ q : ℕ, n = 2 * (2 * q + 1) := ⟨n / 4, by omega⟩
      have hq' : (n : ℝ) = 2 * ((2 * q + 1 : ℕ) : ℝ) := by exact_mod_cast hq
      refine ⟨2 * q + 1, (key _).2 ⟨?_, ⟨q, rfl⟩⟩⟩
      have ht : ((2 * q + 1 : ℕ) : ℝ) * (2 * π / n) = π := by
        rw [← mul_div_assoc, div_eq_iff hn']
        linear_combination (-π) * hq'
      rw [ht, Real.cos_pi]

/-- For `n ≥ 1`, the proper rotation by `2π/n` about z is a power of the rotoreflection `S`
exactly when `n` is odd. -/
theorem rotation_is_power_iff {n : ℕ} (hn : 1 ≤ n) :
    (∃ k : ℕ, rotoreflection n ^ k = rotZ (2 * π / n)) ↔ Odd n := by
  rw [← (rotoreflection_structure hn).2.1]
  constructor
  · rintro ⟨k, hk⟩
    have hS : rotoreflection n ^ k * sigmaH = rotoreflection n := by
      rw [hk]
      rfl
    have h1 : rotoreflection n ^ (2 * n) = 1 :=
      (pow_eq_one_iff_dvd hn _).2 ⟨dvd_mul_left n 2, even_two_mul n⟩
    have he : k * (2 * n - 1) + k = 2 * n * k := by
      have h : 2 * n - 1 + 1 = 2 * n := by omega
      calc k * (2 * n - 1) + k = k * (2 * n - 1 + 1) := by ring
        _ = 2 * n * k := by rw [h, mul_comm]
    -- undo the rotation with a further power of S
    refine ⟨k * (2 * n - 1) + 1, ?_⟩
    calc rotoreflection n ^ (k * (2 * n - 1) + 1)
        = rotoreflection n ^ (k * (2 * n - 1)) * (rotoreflection n ^ k * sigmaH) := by
          rw [hS, pow_succ]
      _ = sigmaH := by
          rw [← mul_assoc, ← pow_add, he, pow_mul, h1, one_pow, one_mul]
  · rintro ⟨k, hk⟩
    have hs : sigmaH * sigmaH = 1 := by
      ext i j
      fin_cases i <;> fin_cases j <;> simp [sigmaH, Matrix.mul_apply, Fin.sum_univ_succ]
    refine ⟨k + 1, ?_⟩
    rw [pow_succ', hk, rotoreflection, mul_assoc, hs, mul_one]

end

end RotoreflectionOrder
```

```lean
#print axioms RotoreflectionOrder.rotoreflection_structure
-- 'RotoreflectionOrder.rotoreflection_structure' depends on axioms: [propext, Classical.choice, Quot.sound]
#print axioms RotoreflectionOrder.rotation_is_power_iff
-- 'RotoreflectionOrder.rotation_is_power_iff' depends on axioms: [propext, Classical.choice, Quot.sound]
```

## From matrices to divisibility

The first three lemmas remove the matrices and the trigonometry from the problem.

`improper_pow` is the formula for the \(k\)-th power, proved by induction on \(k\). In the successor step, `Real.cos_add` and `Real.sin_add` supply the addition formulas. The tactic `fin_cases` then splits the matrix equation into its nine entries, which `simp` and `ring` settle.

`improper_pow_eq_diag_iff` is the comparison with \(\mathrm{diag}(c,c,e)\). The forward direction reads off the entries with indices (0, 0) and (2, 2). The backward direction gets the vanishing sine from `Real.sin_sq_add_cos_sq` and the hypothesis `c ^ 2 = 1`.

`cos_eq_one_iff_dvd` turns the condition on the cosine into divisibility. Mathlib's `Real.cos_eq_one_iff` provides the integer \(m\). The auxiliary equation `e`, proved by `field_simp`, clears the denominator \(n\), and `linear_combination` combines it with the equation for \(m\), which gives \(mn=k\) up to the common factor \(2\pi\) that `mul_right_cancel₀` removes. This is first an equation between real numbers; `exact_mod_cast` carries it over to the integers, where it is a statement about divisors.

The lemmas `pow_eq_one_iff_dvd` and `pow_eq_sigmaH_iff` combine these results into the two criteria for \(S^k=1\) and \(S^k=\sigma_h\).

## The three parts of the main proof

For the order, the proof shows that `orderOf (rotoreflection n)` and the claimed value divide each other, and concludes with `Nat.dvd_antisymm`. In one direction, the claimed exponent gives the identity, so the order divides it. In the other, \(S\) raised to its order is the identity, so the order is even and a multiple of \(n\). For odd \(n\), the coprimality of 2 and \(n\) turns this into divisibility by \(2n\). Mutual divisibility takes the place of the search for a least exponent in the derivation above.

The part on \(\sigma_h\) uses `Odd.of_dvd_nat`, which says that a divisor of an odd number is odd, and the exponent \(n\) for the converse.

The part on the inversion begins with the local statement `key`, the case \(c=e=-1\) of the diagonal criterion. The equation \(2mn=2k+n\) appears as `h2` over the reals and as `h3` over the integers. The step `h4` is \(2ma=k+a\), and `omega`, a decision procedure for linear integer arithmetic, finishes the parity argument by treating the product \(ma\) as a single unknown integer. For the converse, `ht` computes that the accumulated angle is \(\pi\).

The proof of `rotation_is_power_iff` first replaces "\(n\) is odd" by "\(\sigma_h\) is a power of \(S\)", using the second part of the main theorem. Both directions then follow the algebra given earlier. The equation `he` is the exponent count \(k(2n-1)+k=2nk\), which lets the proof undo \(S^k\) by a natural power without introducing matrix inverses.
